# A global enthalpy minimizer at higher pressure has no larger volume, and the enthalpy secant lies between the two volumes

## Two rigid phases

Take a crystal with two structures, A and B, each with a fixed energy $E$ and a fixed volume $V$. In consistent units let $E_A = 0$, $V_A = 2$ and $E_B = 1$, $V_B = 1$. Under a hydrostatic pressure $P$ at zero temperature the stable structure is the one with the lower enthalpy $H = E + PV$, and here

$$H_A = 2P, \qquad H_B = 1 + P .$$

Each enthalpy is a straight line in $P$ whose slope is the volume. The lines cross at $P = 1$: below it A is stable, above it B, so the volume drops from 2 to 1 as the pressure rises. Write $G(P)$ for the minimum enthalpy at pressure $P$. Then $G(0) = 0$ and $G(2) = 3$, and the secant slope $3/2$ lies between the volumes 1 and 2. The reason is that $G$ lies on or below both lines: $G(2) \le H_A(2) = 4$ limits the slope from above by $V_A$, and $G(0) \le H_B(0) = 1$ limits it from below by $V_B$. The argument used only that a stable state beats a trial state, so it carries over to any set of states, provided that global minimizers of the enthalpy exist at the pressures considered.

## States, enthalpy and stability

Let $S$ be a set of states, with real functions $E(x)$ and $V(x)$ on it. A state may be a phase label, a lattice with atomic positions, or a strain tensor. Fix two pressures $P_1, P_2$ and two states $x_1, x_2$.

```lean
import Mathlib

open Filter Topology

namespace PressureOrdering

variable {S : Type*} {E V : S → ℝ} {P₁ P₂ : ℝ} {x₁ x₂ : S}
```

The type `S` carries no topology, no metric and no linear structure, and it may be finite or infinite. The functions `E` and `V` are arbitrary: no continuity, no convexity and no positivity of the volume is asked for, and pressures may be negative. Physically $E$ and $V$ refer to one fixed amount of material of fixed composition.

The enthalpy of state $x$ at pressure $P$ is

$$H(P, x) = E(x) + P\,V(x).$$

```lean
/-- Enthalpy `E + P V` of the state `x` at pressure `P`. -/
def enthalpy (E V : S → ℝ) (P : ℝ) (x : S) : ℝ := E x + P * V x
```

The sign convention is that positive $P$ compresses. The load enters only through the product $PV$, so the stress is hydrostatic; shear and uniaxial loading are not described. The functions $E$ and $V$ do not depend on $P$: a structure that relaxes under pressure moves to a different point of $S$.

A state $x$ is stable at $P$ when $H(P, x) \le H(P, y)$ for every $y \in S$.

```lean
/-- The state `x` is stable at pressure `P` if it minimizes the enthalpy over all states. -/
def IsStable (E V : S → ℝ) (P : ℝ) (x : S) : Prop :=
  ∀ y, enthalpy E V P x ≤ enthalpy E V P y
```

`IsStable E V P x` is global minimality with a non-strict inequality, so several states may be stable at one pressure, as A and B are at $P = 1$. A metastable structure does not satisfy it unless $S$ is taken to be the restricted set of states within reach, the same set at both pressures. Such a restriction is always needed for a real material under tension: its energy stays bounded as the volume grows, so for $P < 0$ the enthalpy has no minimum over all volumes. Existence of a minimizer is never derived from $E$ and $V$ in general; the general theorems take stability as a hypothesis.

## The stable volume does not increase with pressure

Let $x_1$ be stable at $P_1$ and $x_2$ stable at $P_2$, and abbreviate $E_i = E(x_i)$, $V_i = V(x_i)$ for $i = 1, 2$. Use each state as a trial state at the pressure of the other:

$$E_1 + P_1 V_1 \le E_2 + P_1 V_2, \tag{a}$$

$$E_2 + P_2 V_2 \le E_1 + P_2 V_1. \tag{b}$$

Adding (a) and (b) cancels $E_1 + E_2$ and leaves $P_1 V_1 + P_2 V_2 \le P_1 V_2 + P_2 V_1$, which factorises as

$$(P_2 - P_1)(V_2 - V_1) \le 0 .$$

```lean
/-- For stable states at any two pressures, the product of the pressure change and the
volume change is not positive. -/
theorem pressure_volume_product (h₁ : IsStable E V P₁ x₁) (h₂ : IsStable E V P₂ x₂) :
    (P₂ - P₁) * (V x₂ - V x₁) ≤ 0 := by
  -- add the two minimality inequalities: the energies cancel
  have a := h₁ x₂
  have b := h₂ x₁
  unfold enthalpy at a b
  linarith
```

The terms `h₁ x₂` and `h₂ x₁` are (a) and (b). After the enthalpy is unfolded, `linarith` multiplies out the goal, treats products such as $P_1 V_2$ as single unknowns and finds the sum. No order between the pressures is assumed at this stage.

Now let $P_1 < P_2$. If $V_2 > V_1$ held, both factors would be positive and so would their product, against the inequality just found. Hence $V_2 \le V_1$.

```lean
/-- A state stable at the higher pressure has no larger volume than a state stable at the
lower pressure. -/
theorem volume_antitone (hP : P₁ < P₂) (h₁ : IsStable E V P₁ x₁)
    (h₂ : IsStable E V P₂ x₂) : V x₂ ≤ V x₁ := by
  have h := pressure_volume_product h₁ h₂
  by_contra hc
  have hpos := mul_pos (sub_pos.mpr hP) (sub_pos.mpr (not_le.mp hc))
  linarith
```

The proof follows this contradiction: `hc` denies the conclusion, and `hpos` is the positive product. The conclusion is not strict, and it holds for every choice of minimizers when these are degenerate.

## The secant of the minimum enthalpy

Since $x_i$ is stable at $P_i$, the value $H(P_i, x_i)$ is the minimum enthalpy $G(P_i)$. Write $E_2 + P_1 V_2 = G(P_2) - (P_2 - P_1)V_2$ on the right of (a), and $E_1 + P_2 V_1 = G(P_1) + (P_2 - P_1)V_1$ on the right of (b). The two inequalities become

$$(P_2 - P_1)\,V_2 \le G(P_2) - G(P_1) \le (P_2 - P_1)\,V_1 ,$$

the left from (a) alone and the right from (b) alone. Division by $P_2 - P_1 > 0$ gives

$$V_2 \le \frac{G(P_2) - G(P_1)}{P_2 - P_1} \le V_1 .$$

```lean
/-- For stable states at pressures `P₁ < P₂` the volume does not increase, and the difference
of minimum enthalpies divided by `P₂ - P₁` lies between the two volumes. -/
theorem pressure_ordering (hP : P₁ < P₂) (h₁ : IsStable E V P₁ x₁)
    (h₂ : IsStable E V P₂ x₂) :
    V x₂ ≤ V x₁ ∧
    V x₂ ≤ (enthalpy E V P₂ x₂ - enthalpy E V P₁ x₁) / (P₂ - P₁) ∧
    (enthalpy E V P₂ x₂ - enthalpy E V P₁ x₁) / (P₂ - P₁) ≤ V x₁ := by
  have hd : 0 < P₂ - P₁ := sub_pos.mpr hP
  have a := h₁ x₂
  have b := h₂ x₁
  refine ⟨volume_antitone hP h₁ h₂, ?_, ?_⟩
  · -- `x₂` as a trial state at `P₁`
    rw [le_div_iff₀ hd]
    unfold enthalpy at *
    linarith
  · -- `x₁` as a trial state at `P₂`
    rw [div_le_iff₀ hd]
    unfold enthalpy at *
    linarith
```

In words, `pressure_ordering` says: for any state set, any $E$ and $V$, pressures $P_1 < P_2$ and states stable at them, the volumes are ordered and the quotient of the enthalpy difference by the pressure difference lies between them. The function $G$ is not a separate object in Lean; its two values appear as `enthalpy E V P₂ x₂` and `enthalpy E V P₁ x₁`. Nothing is assumed about pressures between $P_1$ and $P_2$, so any number of phase transitions may lie in the interval. In the proof `le_div_iff₀ hd` and `div_le_iff₀ hd` clear the positive denominator, after which each bound is a rearrangement of `a` or `b`.

## A pressure scan over computed structures

In electronic-structure work $E$ can be the Born–Oppenheimer total energy of a periodic structure and $V$ its cell volume, and the theorem then orders the predicted phases for a static lattice under hydrostatic load, with minima that are global over one common set of structures. A scan relaxes candidate structures at a grid of pressures and stores a pair $(E, V)$ for each, normalised to the same number of formula units. Taking $S$ to be the finite pool of all stored structures, the code evaluates $E + PV$ for every member at every grid pressure and keeps the smallest, and that selection is `IsStable` for the pool.

If the code instead keeps only the structure that was relaxed at each pressure, the two bounds serve as a check on neighbouring grid points. A secant below $V_2$ is a failure of (a): the structure found at $P_2$, unrelaxed, already has lower enthalpy at $P_1$ than $x_1$. A secant above $V_1$ is the corresponding failure of (b). Either way the check names a better candidate, on the condition that all energies were computed with settings that define one and the same function $E$. When the bounds hold, the enthalpy difference lies in an interval of width $(P_2 - P_1)(V_1 - V_2)$, whose midpoint is the trapezoid estimate of $\int V\,dP$ over the step.

## Energy under compression

Rearranging (a) gives $E_2 - E_1 \ge P_1 (V_1 - V_2)$. For $0 \le P_1 < P_2$ both factors on the right are non-negative, so $E_1 \le E_2$.

```lean
/-- At pressures `0 ≤ P₁ < P₂`, the state stable at the higher pressure has no lower
energy. -/
theorem energy_monotone (h0 : 0 ≤ P₁) (hP : P₁ < P₂) (h₁ : IsStable E V P₁ x₁)
    (h₂ : IsStable E V P₂ x₂) : E x₁ ≤ E x₂ := by
  have hv := mul_nonneg h0 (sub_nonneg.mpr (volume_antitone hP h₁ h₂))
  have a := h₁ x₂
  unfold enthalpy at a
  linarith
```

Here `hv` is the inequality $0 \le P_1(V_1 - V_2)$, built from `h0` and `volume_antitone`, and `linarith` combines it with (a). The hypothesis `h0` excludes tension at the lower pressure. A stretched solid loses energy as the tension is released, which the harmonic solid below shows explicitly.

## When the volumes are equal

Keep $P_1 < P_2$ and suppose $V_1 = V_2$. The pressure terms drop out of (a) and (b), which become $E_1 \le E_2$ and $E_2 \le E_1$, so $E_1 = E_2$. The two states then have the same enthalpy at every pressure, and each inherits the stability of the other. Conversely, suppose $x_1$ is also stable at $P_2$ and $x_2$ also at $P_1$. The volume ordering applied with the roles exchanged gives $V_1 \le V_2$, and with $V_2 \le V_1$ the volumes agree.

```lean
/-- Stable states at pressures `P₁ < P₂` have equal volume exactly when each is also stable
at the pressure of the other. -/
theorem volume_eq_iff (hP : P₁ < P₂) (h₁ : IsStable E V P₁ x₁) (h₂ : IsStable E V P₂ x₂) :
    V x₁ = V x₂ ↔ IsStable E V P₂ x₁ ∧ IsStable E V P₁ x₂ := by
  constructor
  · intro hV
    have a := h₁ x₂
    have b := h₂ x₁
    unfold enthalpy at a b
    rw [hV] at a b
    -- equal volumes force equal energies
    have hE : E x₁ = E x₂ := by linarith
    have hH : ∀ P, enthalpy E V P x₁ = enthalpy E V P x₂ := by
      intro P
      unfold enthalpy
      rw [hE, hV]
    constructor
    · intro y
      rw [hH]
      exact h₂ y
    · intro y
      rw [← hH]
      exact h₁ y
  · rintro ⟨h₃, h₄⟩
    exact le_antisymm (volume_antitone hP h₄ h₃) (volume_antitone hP h₁ h₂)
```

The forward direction obtains `hE`, then `hH`, the equality of enthalpies for all $P$, and rewrites it into `h₂ y` and `h₁ y`. The backward direction is `le_antisymm` on two uses of `volume_antitone`, the first with `h₄` and `h₃` in the places of the lower and the higher pressure. The theorem does not say that $x_1 = x_2$: distinct states, such as symmetry-related variants, may share $E$ and $V$.

## The pressures at which a state is stable form an interval

Let one state $x$ be stable at $P_1$ and at $P_2$, let $P_1 \le P \le P_2$, and take any competitor $y$. The gap $\Delta(P) = H(P, y) - H(P, x)$ is linear in $P$ with slope $V(y) - V(x)$, and it is non-negative at both ends. If $V(x) \le V(y)$, start from the lower end:

$$\Delta(P) = \Delta(P_1) + (P - P_1)\,\big(V(y) - V(x)\big) \ge 0 .$$

If $V(y) \le V(x)$, start from the upper end:

$$\Delta(P) = \Delta(P_2) + (P_2 - P)\,\big(V(x) - V(y)\big) \ge 0 .$$

```lean
/-- A state stable at two pressures is stable at every pressure between them. -/
theorem stable_between {x : S} {P : ℝ} (hl : P₁ ≤ P) (hu : P ≤ P₂)
    (h₁ : IsStable E V P₁ x) (h₂ : IsStable E V P₂ x) : IsStable E V P x := by
  intro y
  have a := h₁ y
  have b := h₂ y
  unfold enthalpy at *
  rcases le_total (V x) (V y) with h | h
  · have := mul_nonneg (sub_nonneg.mpr hl) (sub_nonneg.mpr h)
    linarith
  · have := mul_nonneg (sub_nonneg.mpr hu) (sub_nonneg.mpr h)
    linarith
```

The split `le_total (V x) (V y)` produces these two cases, and each `mul_nonneg` supplies the sign of the product. The statement concerns a single point of $S$ with fixed $E$ and $V$. A compressible phase is a family of such points, and the theorem does not forbid such a phase from losing stability and regaining it at higher pressure.

## Concavity of the minimum enthalpy

Suppose a stable state $x(P)$ is given for each pressure in an interval $D$, so that $G(P) = H(P, x(P))$ on $D$. Take $p, q \in D$, weights $a, b \ge 0$ with $a + b = 1$, and the state $z = x(ap + bq)$. As a trial state at $p$ and at $q$ it gives

$$G(p) \le E(z) + p\,V(z), \qquad G(q) \le E(z) + q\,V(z).$$

Multiplying by $a$ and $b$ and adding,

$$a\,G(p) + b\,G(q) \le (a + b)\,E(z) + (ap + bq)\,V(z) = G(ap + bq).$$

```lean
/-- If `x P` is stable at every pressure `P` of a convex range, the minimum enthalpy is a
concave function of pressure on that range. -/
theorem min_enthalpy_concave {D : Set ℝ} (hD : Convex ℝ D) (x : ℝ → S)
    (hx : ∀ P ∈ D, IsStable E V P (x P)) :
    ConcaveOn ℝ D (fun P => enthalpy E V P (x P)) := by
  refine ⟨hD, ?_⟩
  intro p hp q hq a b ha hb hab
  -- the state stable at the mixed pressure is a trial state at `p` and at `q`
  have h₁ := mul_le_mul_of_nonneg_left (hx p hp (x (a * p + b * q))) ha
  have h₂ := mul_le_mul_of_nonneg_left (hx q hq (x (a * p + b * q))) hb
  have h₃ : a * E (x (a * p + b * q)) + b * E (x (a * p + b * q))
      = E (x (a * p + b * q)) := by
    rw [← add_mul, hab, one_mul]
  simp only [smul_eq_mul, enthalpy] at h₁ h₂ ⊢
  linarith
```

A convex subset of $\mathbb{R}$ is an interval, possibly unbounded, empty or a single point, and `ConcaveOn ℝ D` is the convexity of `D` together with the displayed inequality. The branch `x : ℝ → S` is constrained only on `D` and may jump, so the kink of the two-phase example at $P = 1$ is covered. In the proof `h₁` and `h₂` are the weighted trial inequalities, and `h₃` is $aE(z) + bE(z) = E(z)$.

## The slope of the minimum enthalpy is the volume

Let $x(P)$ be stable for all $P$ near a pressure $P_0$, put $V_0 = V(x(P_0))$, and define the remainder

$$R(P) = G(P) - G(P_0) - (P - P_0)\,V_0 .$$

The trial state $x(P_0)$ at pressure $P$ gives $G(P) \le G(P_0) + (P - P_0)V_0$, so $R(P) \le 0$. The trial state $x(P)$ at pressure $P_0$ gives $G(P_0) \le G(P) - (P - P_0)V(x(P))$, so $R(P) \ge (P - P_0)\big(V(x(P)) - V_0\big)$. Both hold on either side of $P_0$. If $V(x(P))$ is continuous at $P_0$, then for each $c > 0$ one has $|V(x(P)) - V_0| < c$ close to $P_0$, hence $|R(P)| \le c\,|P - P_0|$, and therefore

$$\left.\frac{dG}{dP}\right|_{P_0} = V_0 .$$

```lean
/-- If `x P` is stable for all pressures near `P₀` and its volume is continuous at `P₀`, the
pressure derivative of the minimum enthalpy at `P₀` is the volume of the stable state. -/
theorem min_enthalpy_hasDerivAt (x : ℝ → S) (P₀ : ℝ)
    (hx : ∀ᶠ P in 𝓝 P₀, IsStable E V P (x P))
    (hc : ContinuousAt (fun P => V (x P)) P₀) :
    HasDerivAt (fun P => enthalpy E V P (x P)) (V (x P₀)) P₀ := by
  have h₀ : IsStable E V P₀ (x P₀) := hx.self_of_nhds
  rw [hasDerivAt_iff_isLittleO, Asymptotics.isLittleO_iff]
  intro c hpos
  have hnear : ∀ᶠ P in 𝓝 P₀, dist (V (x P)) (V (x P₀)) < c :=
    (Metric.tendsto_nhds.mp hc) c hpos
  filter_upwards [hx, hnear] with P hP hd
  have a := h₀ (x P)
  have b := hP (x P₀)
  rw [Real.dist_eq] at hd
  -- the remainder lies between `(P - P₀) (V (x P) - V (x P₀))` and `0`
  have hm : |(P - P₀) * (V (x P) - V (x P₀))| ≤ c * |P - P₀| := by
    rw [abs_mul, mul_comm]
    exact mul_le_mul_of_nonneg_right hd.le (abs_nonneg _)
  have hlow := (abs_le.mp hm).1
  have hnn : 0 ≤ c * |P - P₀| := mul_nonneg hpos.le (abs_nonneg _)
  simp only [Real.norm_eq_abs, smul_eq_mul, enthalpy] at a b ⊢
  rw [abs_le]
  constructor <;> linarith
```

The hypothesis `hx` says that stability holds on a whole neighbourhood of $P_0$, including $P_0$ itself, which `hx.self_of_nhds` extracts. The hypothesis `hc` is assumed and not derived; it stands for the absence of a volume jump at $P_0$, and it fails at a first-order transition such as $P = 1$ in the two-phase example, where the slope of $G$ is 2 on the left and 1 on the right. This is the envelope relation for one parameter that enters linearly. The familiar route through the chain rule and stationarity uses a differentiable energy and branch. Here global minimality near $P_0$ takes the place of stationarity, and the only regularity asked for is that the volume along the branch is continuous at $P_0$. The conclusion is a first derivative at $P_0$, with no statement on the compressibility.

The first rewrite turns `HasDerivAt` into the bound $|R(P)| \le c\,|P - P_0|$ near $P_0$ for each $c > 0$. `filter_upwards [hx, hnear]` fixes a pressure at which stability and closeness of the volume both hold. There `b` is the upper bound on $R$, `a` the lower, and `hm` bounds the product by $c\,|P - P_0|$.

## A harmonic solid

A compressible example labels states by their volume $v$, so that $V(v) = v$, with

$$E(v) = \frac{(v - v_0)^2}{2\kappa}.$$

The constant $v_0$ is the volume at zero pressure. The compliance $\kappa$ is the volume lost per unit pressure; since the bulk modulus at $v_0$ is $B_0 = v_0 E''(v_0)$, one has $\kappa = v_0 / B_0$.

```lean
/-- Energy `(v - v₀)² / (2 κ)` of a harmonic solid at volume `v`, with zero-pressure volume
`v₀` and compliance `κ`. -/
noncomputable def harmonicEnergy (v₀ κ v : ℝ) : ℝ := (v - v₀) ^ 2 / (2 * κ)
```

Let $\kappa > 0$, the condition of mechanical stability against a uniform volume change. The enthalpy at $v_0 - \kappa P$ is $\kappa P^2/2 + P(v_0 - \kappa P) = v_0 P - \kappa P^2/2$. For any trial volume $y$,

$$H(P, y) - H(P, v_0 - \kappa P) = \frac{(y - v_0)^2 + 2\kappa P\,(y - v_0) + \kappa^2 P^2}{2\kappa} = \frac{(y - v_0 + \kappa P)^2}{2\kappa} \ge 0 .$$

So $v_0 - \kappa P$ is stable at every $P$, and for $p < q$ the inequality $\kappa p < \kappa q$ gives $v_0 - \kappa q < v_0 - \kappa p$.

```lean
/-- For a harmonic solid with `κ > 0`, whose states are labelled by their volume, the state
`v₀ - κ P` is stable at pressure `P`, and this volume strictly decreases with pressure. -/
theorem pressure_ordering_witness (v₀ κ : ℝ) (hκ : 0 < κ) :
    (∀ P, IsStable (harmonicEnergy v₀ κ) (fun v => v) P (v₀ - κ * P)) ∧
    StrictAnti (fun P => v₀ - κ * P) := by
  constructor
  · intro P y
    -- complete the square in the volume
    have key : enthalpy (harmonicEnergy v₀ κ) (fun v => v) P y
        - enthalpy (harmonicEnergy v₀ κ) (fun v => v) P (v₀ - κ * P)
        = (y - v₀ + κ * P) ^ 2 / (2 * κ) := by
      have hne : κ ≠ 0 := hκ.ne'
      simp only [enthalpy, harmonicEnergy]
      field_simp
      ring
    have hnn : 0 ≤ (y - v₀ + κ * P) ^ 2 / (2 * κ) := by positivity
    linarith
  · intro p q hpq
    have := mul_lt_mul_of_pos_left hpq hκ
    show v₀ - κ * q < v₀ - κ * p
    linarith

end PressureOrdering
```

The identity `key` is the completed square, checked by `field_simp` and `ring`, and `positivity` gives its sign. `StrictAnti` is the strict fall of the stable volume, so this model realises the ordering with strict inequality at every pair of distinct pressures. The states run over all real numbers, and the stable volume turns negative for $P > v_0/\kappa$; the quadratic energy describes a solid only for $|\kappa P|$ small against $v_0$. With $G(P) = v_0 P - \kappa P^2/2$ the secant slope is $v_0 - \kappa(P_1 + P_2)/2$, the mean of the two volumes. The energy along the branch is $\kappa P^2/2$, which grows with $P$ for $P \ge 0$ and falls as a negative pressure rises towards zero.

```lean
#print axioms PressureOrdering.pressure_ordering
#print axioms PressureOrdering.stable_between
#print axioms PressureOrdering.min_enthalpy_concave
#print axioms PressureOrdering.min_enthalpy_hasDerivAt
```

```
'PressureOrdering.pressure_ordering' depends on axioms: [propext, Classical.choice, Quot.sound]
'PressureOrdering.stable_between' depends on axioms: [propext, Classical.choice, Quot.sound]
'PressureOrdering.min_enthalpy_concave' depends on axioms: [propext, Classical.choice, Quot.sound]
'PressureOrdering.min_enthalpy_hasDerivAt' depends on axioms: [propext, Classical.choice, Quot.sound]
```
